# Singlet–triplet scattering from a spin-1/2 Heisenberg dimer: the factor (1 − cos φ)/2 and its thermal weight

Take two spins 1/2 with spin operators \(S_1^a\) and \(S_2^a\), \(a=x,y,z\), in units of \(\hbar\), and the Hamiltonian \(H=J\,\mathbf S_1\cdot\mathbf S_2\). Let \(s=(|{\uparrow\downarrow}\rangle-|{\downarrow\uparrow}\rangle)/\sqrt2\) be the singlet, \(P_s\) its projector and \(P_t=1-P_s\) the triplet projector. A probe that sees the two sites with phase difference \(\varphi\) acts through

\[
A=e^{i\varphi/2}S_1^a+e^{-i\varphi/2}S_2^a .
\]

I know the claims that the levels are \(-3J/4\) and \(J/4\), that \(\|P_tAs\|^2=(1-\cos\varphi)/2\) for every axis, and that the singlet population at inverse temperature \(\beta\) is \(1/(1+3e^{-\beta J})\). Can all of this be proved rigorously from the 4 by 4 matrices, with a machine checking each step?

## Levels, interference and populations from the matrices

Yes. Start with the exchange operator. The product \(S_1^zS_2^z\) is \(1/4\) on parallel spins and \(-1/4\) on antiparallel ones, while \(S_1^xS_2^x+S_1^yS_2^y\) exchanges \(|{\uparrow\downarrow}\rangle\) and \(|{\downarrow\uparrow}\rangle\) with amplitude \(1/2\) and annihilates parallel spins. On the antiparallel pair this gives

\[
\begin{pmatrix}-\tfrac14&\tfrac12\\ \tfrac12&-\tfrac14\end{pmatrix}
=\tfrac14-\tfrac12\begin{pmatrix}1&-1\\-1&1\end{pmatrix},
\]

and the last term is \(P_s\). Hence \(\mathbf S_1\cdot\mathbf S_2=\tfrac14-P_s\) on the whole space, and \(H=-\tfrac{3J}{4}P_s+\tfrac J4P_t\).

Next, let the first spin act on the singlet:

\[
S_1^xs=\frac{|{\downarrow\downarrow}\rangle-|{\uparrow\uparrow}\rangle}{2\sqrt2},\quad
S_1^ys=\frac{i(|{\uparrow\uparrow}\rangle+|{\downarrow\downarrow}\rangle)}{2\sqrt2},\quad
S_1^zs=\frac{|{\uparrow\downarrow}\rangle+|{\downarrow\uparrow}\rangle}{2\sqrt2}.
\]

Each vector is orthogonal to \(s\) and has squared norm \(1/4\). The second spin gives the opposite vector, \(S_2^as=-S_1^as\), so

\[
As=(e^{i\varphi/2}-e^{-i\varphi/2})S_1^as=2i\sin(\varphi/2)\,S_1^as,
\]
\[
\|P_tAs\|^2=4\sin^2(\varphi/2)\cdot\tfrac14=\frac{1-\cos\varphi}{2}.
\]

Because \(P_s\) and \(P_t\) are complementary projectors, \(H^n=(-3J/4)^nP_s+(J/4)^nP_t\). Summing the exponential series gives

\[
e^{-\beta H}=e^{3\beta J/4}\left(P_s+e^{-\beta J}P_t\right).
\]

The projectors have traces 1 and 3. Dividing by the trace gives the Gibbs state

\[
\rho=p_s\left(P_s+e^{-\beta J}P_t\right),\qquad p_s=\frac1{1+3e^{-\beta J}}.
\]

Define the intensity from level \(P\) to level \(Q\) as \(\operatorname{tr}(QAP\rho A^\dagger)\). For singlet to triplet it is \(p_s\|P_tAs\|^2\). For the reverse line, \(P_t\rho=p_se^{-\beta J}P_t\). Cyclicity of the trace and \(A(\varphi)^\dagger=A(-\varphi)\) give the same strength, since the cosine is even. The reverse line is therefore \(e^{-\beta J}\) times the first, which is detailed balance for this pair of levels.

With \(\beta J=\ln3\) and \(\varphi=2\pi/3\), the singlet population is \(1/2\), each triplet state has weight \(1/6\), and the strength is \(3/4\). The two lines have intensities \(3/8\) and \(1/8\), in the ratio \(e^{-\beta J}=1/3\).

## The dimer as Lean states it

`Pair` labels the four product states, with 0 for up and 1 for down, and the axes \(x,y,z\) are the values 0, 1, 2 of `Fin 3`. The operators `S₁ a` and `S₂ a` are Kronecker products with the identity. `stateNormSq` is the sum of squared moduli, written out because Lean's default norm on such functions is the maximum norm.

`hamiltonian_levels` is the operator identity for \(H\), and `singlet_triplet_strength` is the interference factor for every axis and every real \(\varphi\). `thermalState_eq` gives the full Gibbs state, built from the matrix exponential. `thermal_lines` combines the singlet population, the singlet-to-triplet intensity and the ratio of the two lines.

`J` and `β` are arbitrary real numbers, with Boltzmann's constant absorbed into `β`. For \(J>0\) the singlet is the ground state and the singlet-to-triplet line is the excitation; for \(J<0\) the roles of the two lines are exchanged.

In inelastic neutron scattering, \(\varphi\) is the scalar product of the wave-vector transfer (the momentum transfer divided by \(\hbar\)) and the vector joining the sites, so for an isolated Heisenberg dimer the modulation carries information on that vector. The file takes \(\varphi\) as a given number and `lineIntensity` as a definition: it does not derive the cross-section, and it contains no form factor, polarisation factor, anisotropy or coupling between dimers.

```lean
import Mathlib

open Matrix
open scoped Kronecker

namespace SpinDimerScattering

noncomputable section

/-- Labels of the product basis of two spins 1/2 (0 is up, 1 is down). -/
abbrev Pair := Fin 2 × Fin 2

/-- The spin-1/2 matrices for the axes x, y, z, in units of ħ. -/
def spin : Fin 3 → Matrix (Fin 2) (Fin 2) ℂ :=
  ![!![0, 1/2; 1/2, 0], !![0, -Complex.I/2; Complex.I/2, 0], !![1/2, 0; 0, -1/2]]

/-- Component `a` of the spin on the first site. -/
def S₁ (a : Fin 3) : Matrix Pair Pair ℂ := spin a ⊗ₖ 1

/-- Component `a` of the spin on the second site. -/
def S₂ (a : Fin 3) : Matrix Pair Pair ℂ := 1 ⊗ₖ spin a

/-- The Heisenberg dimer `H = J S₁·S₂`. -/
def hamiltonian (J : ℝ) : Matrix Pair Pair ℂ := (J : ℂ) • ∑ a, S₁ a * S₂ a

/-- The singlet state (up down - down up)/√2. -/
def singlet : Pair → ℂ := fun p =>
  (((!![0, 1; -1, 0] : Matrix (Fin 2) (Fin 2) ℝ) p.1 p.2 / √2 : ℝ) : ℂ)

/-- The projector onto the singlet. -/
def Ps : Matrix Pair Pair ℂ := vecMulVec singlet (star singlet)

/-- The projector onto the triplet space, the complement of the singlet. -/
def Pt : Matrix Pair Pair ℂ := 1 - Ps

/-- The scattering operator for spin component `a`, with phase difference `φ` between the sites. -/
def scatter (a : Fin 3) (φ : ℝ) : Matrix Pair Pair ℂ :=
  Complex.exp ((φ : ℂ) / 2 * Complex.I) • S₁ a + Complex.exp (-((φ : ℂ) / 2) * Complex.I) • S₂ a

/-- The squared norm of a state of the dimer. -/
def stateNormSq (v : Pair → ℂ) : ℝ := ∑ p, ‖v p‖ ^ 2

/-- The Gibbs state `exp(-βH) / tr exp(-βH)`. -/
def thermalState (J β : ℝ) : Matrix Pair Pair ℂ :=
  (trace (NormedSpace.exp ((-β : ℂ) • hamiltonian J)))⁻¹ •
    NormedSpace.exp ((-β : ℂ) • hamiltonian J)

/-- Thermal intensity of the transitions from the level with projector `P` to that with `Q`. -/
def lineIntensity (J β : ℝ) (a : Fin 3) (φ : ℝ) (P Q : Matrix Pair Pair ℂ) : ℂ :=
  trace (Q * scatter a φ * (P * thermalState J β) * (scatter a φ)ᴴ)

/-- The matrix elements of the singlet projector in the product basis. -/
theorem Ps_apply (p q : Pair) :
    Ps p q = (((!![0, 1; -1, 0] : Matrix (Fin 2) (Fin 2) ℝ) p.1 p.2 *
      (!![0, 1; -1, 0] : Matrix (Fin 2) (Fin 2) ℝ) q.1 q.2 / 2 : ℝ) : ℂ) := by
  simp only [Ps, vecMulVec_apply, Pi.star_apply, singlet, Complex.star_def,
    Complex.conj_ofReal, ← Complex.ofReal_mul]
  rw [div_mul_div_comm, Real.mul_self_sqrt (by norm_num)]

/-- The singlet projector is idempotent and has trace one. -/
theorem Ps_projector : Ps * Ps = Ps ∧ trace Ps = 1 := by
  constructor
  · ext ⟨i, j⟩ ⟨k, l⟩
    fin_cases i <;> fin_cases j <;> fin_cases k <;> fin_cases l <;>
      simp [Matrix.mul_apply, Ps_apply, Fintype.sum_prod_type] <;> norm_num
  · simp [trace, Ps_apply, Fintype.sum_prod_type]
    norm_num

/-- The dimer has the energy -3J/4 in the singlet and J/4 in the triplet space. -/
theorem hamiltonian_levels (J : ℝ) :
    hamiltonian J = (-3 * J / 4 : ℂ) • Ps + (J / 4 : ℂ) • Pt := by
  have hk (a : Fin 3) : S₁ a * S₂ a = spin a ⊗ₖ spin a := by
    rw [S₁, S₂, ← Matrix.mul_kronecker_mul, Matrix.mul_one, Matrix.one_mul]
  -- the exchange operator is 1/4 minus the singlet projector
  have hx : ∑ a, S₁ a * S₂ a = (1 / 4 : ℂ) • (1 : Matrix Pair Pair ℂ) - Ps := by
    ext ⟨i, j⟩ ⟨k, l⟩
    simp only [hk, Fin.sum_univ_three, Matrix.add_apply, Matrix.sub_apply, Matrix.smul_apply,
      kroneckerMap_apply, Ps_apply, Matrix.one_apply]
    fin_cases i <;> fin_cases j <;> fin_cases k <;> fin_cases l <;>
      simp [spin] <;> ring_nf <;> simp only [Complex.I_sq] <;> ring
  rw [hamiltonian, hx, Pt]
  module

/-- On the singlet the two sites scatter with opposite sign, which leaves the amplitude
`2i sin(φ/2)` times the spin of the first site. -/
theorem scatter_singlet (a : Fin 3) (φ : ℝ) :
    scatter a φ *ᵥ singlet =
      (((2 * Real.sin (φ / 2) : ℝ) : ℂ) * Complex.I) • (S₁ a *ᵥ singlet) := by
  -- the total spin annihilates the singlet
  have h : S₂ a *ᵥ singlet = -(S₁ a *ᵥ singlet) := by
    ext ⟨i, j⟩
    fin_cases a <;> fin_cases i <;> fin_cases j <;>
      simp [S₁, S₂, spin, singlet, mulVec, dotProduct, Fintype.sum_prod_type,
        Matrix.one_apply] <;> ring
  rw [scatter, add_mulVec, smul_mulVec, smul_mulVec, h, Complex.exp_mul_I, Complex.exp_mul_I,
    Complex.cos_neg, Complex.sin_neg]
  push_cast
  module

/-- Each component of the first spin, acting on the singlet, gives a vector in the triplet space, of
squared norm 1/4. -/
theorem spin_singlet (a : Fin 3) :
    Pt *ᵥ (S₁ a *ᵥ singlet) = S₁ a *ᵥ singlet ∧ stateNormSq (S₁ a *ᵥ singlet) = 1 / 4 := by
  constructor
  · have h : Ps *ᵥ (S₁ a *ᵥ singlet) = 0 := by
      ext ⟨i, j⟩
      fin_cases a <;> fin_cases i <;> fin_cases j <;>
        simp [S₁, spin, singlet, mulVec, dotProduct, Fintype.sum_prod_type,
          Matrix.one_apply, Ps_apply] <;> ring
    rw [Pt, sub_mulVec, one_mulVec, h, sub_zero]
  · fin_cases a <;>
      simp [stateNormSq, S₁, spin, singlet, mulVec, dotProduct, Fintype.sum_prod_type,
        Matrix.one_apply, mul_pow] <;> norm_num

/-- The singlet-to-triplet scattering strength is `(1 - cos φ)/2` for every spin component. -/
theorem singlet_triplet_strength (a : Fin 3) (φ : ℝ) :
    stateNormSq (Pt *ᵥ (scatter a φ *ᵥ singlet)) = (1 - Real.cos φ) / 2 := by
  have hn (c : ℂ) (v : Pair → ℂ) : stateNormSq (c • v) = ‖c‖ ^ 2 * stateNormSq v := by
    simp only [stateNormSq, Pi.smul_apply, smul_eq_mul, norm_mul, mul_pow, Finset.mul_sum]
  rw [scatter_singlet, mulVec_smul, (spin_singlet a).1, hn, (spin_singlet a).2, norm_mul,
    Complex.norm_I, mul_one, Complex.norm_real, Real.norm_eq_abs, sq_abs]
  -- half-angle formula
  have h2 : Real.cos φ = 2 * Real.cos (φ / 2) ^ 2 - 1 := by
    rw [← Real.cos_two_mul]
    congr 1
    ring
  linear_combination Real.sin_sq_add_cos_sq (φ / 2) + h2 / 2

/-- The exponential of an operator with values `x` and `y` on the two complementary subspaces of
an idempotent `P` has the values `exp x` and `exp y` there. -/
theorem exp_two_level (P : Matrix Pair Pair ℂ) (hP : P * P = P) (x y : ℂ) :
    NormedSpace.exp (x • P + y • (1 - P)) = Complex.exp x • P + Complex.exp y • (1 - P) := by
  have h1 : P * (1 - P) = 0 := by rw [mul_sub, mul_one, hP, sub_self]
  have h2 : (1 - P) * P = 0 := by rw [sub_mul, one_mul, hP, sub_self]
  have h3 : (1 - P) * (1 - P) = 1 - P := by rw [sub_mul, one_mul, h1, sub_zero]
  have hpow (n : ℕ) : (x • P + y • (1 - P)) ^ n = x ^ n • P + y ^ n • (1 - P) := by
    induction n with
    | zero => simp
    | succ n ih =>
      rw [pow_succ, ih]
      simp only [add_mul, mul_add, smul_mul_smul_comm, hP, h1, h2, h3, smul_zero, add_zero,
        zero_add, pow_succ]
  have hs (z : ℂ) : HasSum (fun n : ℕ => ((n.factorial : ℂ)⁻¹) • z ^ n) (Complex.exp z) := by
    have h : Summable (fun n : ℕ => ((n.factorial : ℂ)⁻¹) • z ^ n) := by
      refine Summable.of_norm ((Real.summable_pow_div_factorial ‖z‖).congr fun n => ?_)
      simp [div_eq_inv_mul]
    rw [Complex.exp_eq_exp_ℂ, NormedSpace.exp_eq_tsum ℂ]
    exact h.hasSum
  -- sum the series separately on the two subspaces
  have h := ((hs x).smul_const P).add ((hs y).smul_const (1 - P))
  rw [NormedSpace.exp_eq_tsum ℂ]
  refine Eq.trans (tsum_congr fun n => ?_) h.tsum_eq
  simp only [hpow, smul_add, smul_smul, smul_eq_mul]

/-- In the Gibbs state the singlet has weight `1/(1 + 3 exp(-βJ))`, and each triplet state has
this weight times `exp(-βJ)`. -/
theorem thermalState_eq (J β : ℝ) :
    thermalState J β = ((1 / (1 + 3 * Real.exp (-(β * J))) : ℝ) : ℂ) •
      (Ps + (Real.exp (-(β * J)) : ℂ) • Pt) := by
  have hG : NormedSpace.exp ((-β : ℂ) • hamiltonian J) =
      Complex.exp (3 * β * J / 4) • (Ps + (Real.exp (-(β * J)) : ℂ) • Pt) := by
    have hq : Complex.exp (3 * β * J / 4) * (Real.exp (-(β * J)) : ℂ) =
        Complex.exp (-(β * J) / 4) := by
      push_cast
      rw [← Complex.exp_add]
      congr 1
      ring
    rw [smul_add, smul_smul, hq, hamiltonian_levels, Pt, ← exp_two_level Ps Ps_projector.1]
    congr 1
    module
  have ht : trace (Ps + (Real.exp (-(β * J)) : ℂ) • Pt) =
      ((1 + 3 * Real.exp (-(β * J)) : ℝ) : ℂ) := by
    rw [Pt, trace_add, trace_smul, trace_sub, Ps_projector.2, trace_one]
    simp only [Fintype.card_prod, Fintype.card_fin, smul_eq_mul]
    push_cast
    ring
  rw [thermalState, hG, trace_smul, ht, smul_smul, smul_eq_mul, mul_inv, mul_right_comm,
    inv_mul_cancel₀ (Complex.exp_ne_zero _), one_mul, one_div, Complex.ofReal_inv]

/-- The singlet-to-triplet line has the intensity `(1 - cos φ)/2` times the singlet population
`1/(1 + 3 exp(-βJ))`, and the triplet-to-singlet line has `exp(-βJ)` times that intensity. -/
theorem thermal_lines (J β : ℝ) (a : Fin 3) (φ : ℝ) :
    trace (Ps * thermalState J β) = ((1 / (1 + 3 * Real.exp (-(β * J))) : ℝ) : ℂ) ∧
    lineIntensity J β a φ Ps Pt =
      trace (Ps * thermalState J β) * (((1 - Real.cos φ) / 2 : ℝ) : ℂ) ∧
    lineIntensity J β a φ Pt Ps =
      (Real.exp (-(β * J)) : ℂ) * lineIntensity J β a φ Ps Pt := by
  have hst : Ps * Pt = 0 := by rw [Pt, mul_sub, mul_one, Ps_projector.1, sub_self]
  have hts : Pt * Ps = 0 := by rw [Pt, sub_mul, one_mul, Ps_projector.1, sub_self]
  have htt : Pt * Pt = Pt := by
    nth_rw 1 [Pt]
    rw [sub_mul, one_mul, hst, sub_zero]
  -- the strength as a trace
  have hs (θ : ℝ) : trace (Pt * scatter a θ * Ps * (scatter a θ)ᴴ) =
      (((1 - Real.cos θ) / 2 : ℝ) : ℂ) := by
    have hA : Pt *ᵥ (scatter a θ *ᵥ singlet) = scatter a θ *ᵥ singlet := by
      rw [scatter_singlet, mulVec_smul, (spin_singlet a).1]
    rw [← singlet_triplet_strength a θ, hA, Ps, Matrix.mul_vecMulVec, Matrix.vecMulVec_mul,
      ← Matrix.mulVec_mulVec, hA, ← Matrix.star_mulVec, trace_vecMulVec]
    simp only [stateNormSq, dotProduct, Pi.star_apply, Complex.star_def, Complex.mul_conj,
      Complex.normSq_eq_norm_sq, Complex.ofReal_sum]
  -- the adjoint reverses the phase
  have hadj : (scatter a φ)ᴴ = scatter a (-φ) := by
    have hh : (spin a)ᴴ = spin a := by
      ext i j
      fin_cases a <;> fin_cases i <;> fin_cases j <;> simp [spin]
    have he (z : ℂ) : star (Complex.exp z) = Complex.exp (star z) := (Complex.exp_conj z).symm
    simp only [scatter, S₁, S₂, conjTranspose_add, conjTranspose_smul, conjTranspose_kronecker,
      conjTranspose_one, hh, he]
    congr 3 <;> simp [neg_div]
  have hr : trace (Ps * scatter a φ * Pt * (scatter a φ)ᴴ) =
      (((1 - Real.cos φ) / 2 : ℝ) : ℂ) := by
    have h := hs (-φ)
    rw [← hadj, conjTranspose_conjTranspose, Real.cos_neg] at h
    rw [← h, mul_assoc (Ps * scatter a φ), trace_mul_comm, ← mul_assoc]
  simp only [lineIntensity, thermalState_eq, mul_smul_comm, smul_mul_assoc, mul_add,
    Ps_projector.1, hst, hts, htt, smul_zero, add_zero, zero_add, trace_smul,
    Ps_projector.2, hs, hr, smul_eq_mul, mul_one, true_and]
  ring

end

end SpinDimerScattering
```

```lean
#print axioms SpinDimerScattering.singlet_triplet_strength
-- 'SpinDimerScattering.singlet_triplet_strength' depends on axioms: [propext, Classical.choice, Quot.sound]
#print axioms SpinDimerScattering.thermal_lines
-- 'SpinDimerScattering.thermal_lines' depends on axioms: [propext, Classical.choice, Quot.sound]
```

## From matrix entries to thermal lines

`Ps_apply` removes the square roots from the entries of \(P_s\). `Ps_projector` and `hamiltonian_levels` then check matrix entries case by case with `fin_cases`, and `module` collects the coefficients of the projectors.

`scatter_singlet` proves \(S_2^as=-S_1^as\) by components and expands the two phases into cosine and sine. `spin_singlet` supplies the triplet membership and the norm \(1/4\). In `singlet_triplet_strength`, `linear_combination` finishes with the half-angle formula.

`exp_two_level` follows the series argument: induction gives the powers, and the sums on the two subspaces are taken separately. Its hypothesis \(P^2=P\) is needed. For \(P=2\cdot1\), \(x=1\), \(y=0\), the left side is \(e^2\cdot1\), but the right side is \((2e-1)\cdot1\).

`thermalState_eq` factors out \(e^{3\beta J/4}\), which the normalisation cancels. In `thermal_lines`, `hs` turns the squared norm into a trace, `hadj` shows that the adjoint reverses the phase, and `hr` obtains the reverse strength by using `hs` at \(-\varphi\) and cycling the trace.
